# A bias on one coordinate does not change the single-coordinate Metropolis flux along a decoupled one

## A simulation stuck in the wrong coordinate

In a first-principles simulation of a reaction, one can pick a coordinate $s$, say a bond length, and add a bias $V(s)$ that flattens the free energy along it. Even if the system now moves freely in $s$, the reaction may still not happen, because a second coordinate $y$, perhaps a solvent arrangement, remains trapped. Can a better choice of $V$ help?

Consider the extreme case in which $s$ and $y$ do not interact. Both take finitely many values, in sets $S$ and $Y$, and the biased energy is

$$U_V(s,y)=a(s)+b(y)+V(s).$$

The dynamics is Metropolis sampling of one coordinate at a time. For this finite, separable model no bias on $s$ changes the equilibrium traffic in $y$, which illustrates why enhanced sampling can fail when a slow coordinate is left out of the bias.

## The dynamics and the flux

Let $E$ be an energy on a finite set $X$, $\beta$ the inverse temperature and $q(x,x')$ the probability of proposing $x'$ from $x$. The proposal is accepted with probability

$$\alpha_E(x,x')=\min\bigl(1,e^{-\beta(E(x')-E(x))}\bigr),$$

and a rejected move stays in place. The transition matrix is therefore

$$M_E(x,x')=q(x,x')\,\alpha_E(x,x')+\delta_{xx'}\Bigl(1-\sum_z q(x,z)\,\alpha_E(x,z)\Bigr).$$

On $S\times Y$, a step moves $s$ with probability $p$ and $y$ with probability $1-p$, using proposals $q_S$ and $q_Y$. For a joint energy $U$,

$$P_U\bigl((s,y),(s',y')\bigr)=p\,\delta_{yy'}M_{U(\cdot,y)}(s,s')+(1-p)\,\delta_{ss'}M_{U(s,\cdot)}(y,y').$$

Write $\pi_E(x)=e^{-\beta E(x)}/\sum_z e^{-\beta E(z)}$ for the Boltzmann distribution. For $A\subseteq Y$, the flux out of $S\times A$ is

$$\Phi_V(A)=\sum_{y\in A}\sum_s\sum_{y'\notin A}\sum_{s'}\pi_{U_V}(s,y)\,P_{U_V}\bigl((s,y),(s',y')\bigr).$$

This is the probability that a system in equilibrium is in $S\times A$ now and outside it one step later. The claim is that $\Phi_V(A)$ does not depend on $V$ and that, if $q_S$ and $q_Y$ are symmetric, $\pi_{U_V}$ is stationary for every $V$.

## Stationarity from detailed balance

Multiplying the acceptance by the Boltzmann weight gives

$$e^{-\beta E(x)}\alpha_E(x,x')=\min\bigl(e^{-\beta E(x)},e^{-\beta E(x')}\bigr),$$

which is symmetric in $x$ and $x'$. If $q$ is symmetric, then $e^{-\beta E(x)}M_E(x,x')=e^{-\beta E(x')}M_E(x',x)$ for $x\neq x'$; for $x=x'$ this is trivial. Each of the two terms of $P_U$ inherits the relation, since the coordinate that does not move is the same on both sides.

The rows of $M_E$ sum to one, because the rejection term restores exactly what the accepted moves lack. The rows of $P_U$ then sum to $p+(1-p)=1$, and

$$\sum_x\pi_U(x)P_U(x,x')=\sum_x\pi_U(x')P_U(x',x)=\pi_U(x').$$

## Why the bias drops out

In a move from $y$ to $y'$ at fixed $s$, the energy changes by

$$[a(s)+b(y')+V(s)]-[a(s)+b(y)+V(s)]=b(y')-b(y).$$

So $M_{U_V(s,\cdot)}=M_b$. Summing a step over the final $s'$ gives

$$\sum_{s'}P_{U_V}\bigl((s,y),(s',y')\bigr)=p\,\delta_{yy'}+(1-p)M_b(y,y')=:K(y,y').$$

The coordinate $y$ is moved by a transition matrix of its own. This persists for $n$ steps. For $n=0$ both sides are $\delta_{yy'}$, and if the statement holds for $n$, then

$$\sum_{s'}P^{n+1}\bigl((s,y),(s',y')\bigr)=\sum_{y'',s''}P\bigl((s,y),(s'',y'')\bigr)K^n(y'',y')=K^{n+1}(y,y').$$

The equilibrium weights factorise as well. With $Z_S=\sum_s e^{-\beta(a(s)+V(s))}$, which is positive because $S$ is nonempty, and $Z_Y=\sum_y e^{-\beta b(y)}$,

$$\sum_s\pi_{U_V}(s,y)=\frac{Z_S\,e^{-\beta b(y)}}{Z_S\,Z_Y}=\pi_b(y).$$

Inserting both results into the flux, and using that $y\in A$ and $y'\notin A$ are different, so that $\delta_{yy'}=0$, we find

$$\Phi_V(A)=\sum_{y\in A}\sum_{y'\notin A}\pi_b(y)K(y,y')=(1-p)\sum_{y\in A}\sum_{y'\notin A}\pi_b(y)M_b(y,y').$$

There is no $V$ on the right, nor any $a$ or $q_S$.

## The statement in Lean

The theorem `bias_cannot_change_flux` has two parts. The first says that for every `V` the row vector `boltzmann β (biased a b V)`, multiplied from the right by the transition matrix, returns itself; `ᵥ*` is this product, and the row index of a matrix is the starting state. The second says that any two biases `V` and `W` give the same `flux`.

The objects correspond as follows:

- `accept` is $\alpha_E$, `metropolis` is $M_E$ and `step` is $P_U$.
- `biased a b V` is $U_V$, `boltzmann` is $\pi_E$ and `slowKernel` is $K$.
- `A : Finset Y` is the region in $y$, and `Aᶜ` is its complement.

The hypotheses `hS` and `hY` say that the proposals are symmetric, and only stationarity uses them. The numbers `β` and `p` are arbitrary reals, and the proposals are not required to be probabilities. The physical reading needs $0\le p\le1$ and proposal rows that are nonnegative and sum to one; `metropolis_nonneg` then confirms that the single-coordinate transition probabilities are nonnegative.

Separability is assumed, and it stands for the absence of any interaction between the two coordinates. With a coupling, $V(s)$ still cancels from a $y$-move, but the energy difference can depend on $s$. A bias that favours values of $s$ where $y$ moves easily may then help. Moving one coordinate at a time matters too: if a single proposal changed both $s$ and $y$, its acceptance would involve $V(s')-V(s)$, and the flux could depend on the bias even without a coupling. The model also has a bias fixed in time, discrete states and Metropolis moves in place of molecular dynamics. The theorem `slow_law` gives the distribution of $y$ after $n$ steps, not the statistics of whole trajectories.

## The complete file

```lean
import Mathlib

open Matrix

namespace HiddenSlowCoordinate

noncomputable section

variable {X S Y : Type*} [Fintype X] [DecidableEq X] [Fintype S] [DecidableEq S]
  [Fintype Y] [DecidableEq Y]

/-- Metropolis acceptance probability of a move from `x` to `x'` at inverse temperature `β`. -/
def accept (β : ℝ) (E : X → ℝ) (x x' : X) : ℝ :=
  min 1 (Real.exp (-β * (E x' - E x)))

/-- Metropolis transition matrix with proposal matrix `q`; rejected moves stay in place. -/
def metropolis (β : ℝ) (q : Matrix X X ℝ) (E : X → ℝ) : Matrix X X ℝ := fun x x' =>
  q x x' * accept β E x x' + if x = x' then 1 - ∑ z, q x z * accept β E x z else 0

/-- One step on `S × Y`: a Metropolis move of `s` with probability `p`, of `y` otherwise. -/
def step (β p : ℝ) (qS : Matrix S S ℝ) (qY : Matrix Y Y ℝ) (U : S × Y → ℝ) :
    Matrix (S × Y) (S × Y) ℝ := fun x x' =>
  p * (if x.2 = x'.2 then metropolis β qS (fun s => U (s, x.2)) x.1 x'.1 else 0) +
  (1 - p) * (if x.1 = x'.1 then metropolis β qY (fun y => U (x.1, y)) x.2 x'.2 else 0)

/-- The separable energy `a(s) + b(y)` with a bias `V(s)` added. -/
def biased (a : S → ℝ) (b : Y → ℝ) (V : S → ℝ) : S × Y → ℝ :=
  fun x => a x.1 + b x.2 + V x.1

/-- The normalised Boltzmann distribution on a nonempty finite state space. -/
def boltzmann (β : ℝ) (E : X → ℝ) : X → ℝ :=
  fun x => Real.exp (-β * E x) / ∑ z, Real.exp (-β * E z)

/-- One-step probability flux out of `S × A` in the Boltzmann distribution. -/
def flux (β p : ℝ) (qS : Matrix S S ℝ) (qY : Matrix Y Y ℝ) (U : S × Y → ℝ)
    (A : Finset Y) : ℝ :=
  ∑ y ∈ A, ∑ s, ∑ y' ∈ Aᶜ, ∑ s', boltzmann β U (s, y) * step β p qS qY U (s, y) (s', y')

/-- Transition matrix on `Y` alone: idle with probability `p`, else a Metropolis move in `b`. -/
def slowKernel (β p : ℝ) (qY : Matrix Y Y ℝ) (b : Y → ℝ) : Matrix Y Y ℝ :=
  p • (1 : Matrix Y Y ℝ) + (1 - p) • metropolis β qY b

/-- The Metropolis transition probabilities out of a state sum to one. -/
theorem metropolis_sum (β : ℝ) (q : Matrix X X ℝ) (E : X → ℝ) (x : X) :
    ∑ x', metropolis β q E x x' = 1 := by
  simp [metropolis, Finset.sum_add_distrib]

/-- If the proposals out of each state are probabilities, no Metropolis transition
probability is negative. -/
theorem metropolis_nonneg (β : ℝ) {q : Matrix X X ℝ} (hq : ∀ x x', 0 ≤ q x x')
    (h1 : ∀ x, ∑ x', q x x' = 1) (E : X → ℝ) (x x' : X) : 0 ≤ metropolis β q E x x' := by
  have h : ∑ z, q x z * accept β E x z ≤ 1 := by
    rw [← h1 x]
    exact Finset.sum_le_sum fun z _ => mul_le_of_le_one_right (hq x z) (min_le_left _ _)
  unfold metropolis
  refine add_nonneg (mul_nonneg (hq x x') (le_min zero_le_one (Real.exp_pos _).le)) ?_
  split_ifs
  · linarith
  · exact le_rfl

/-- With symmetric proposals, Metropolis moves obey detailed balance for the Boltzmann weight. -/
theorem metropolis_balance (β : ℝ) {q : Matrix X X ℝ} (hq : ∀ x x', q x x' = q x' x)
    (E : X → ℝ) (x x' : X) :
    Real.exp (-β * E x) * metropolis β q E x x' =
      Real.exp (-β * E x') * metropolis β q E x' x := by
  by_cases h : x = x'
  · subst h; rfl
  -- weight times acceptance is the smaller of the two weights
  have key : ∀ u v : X, Real.exp (-β * E u) * accept β E u v =
      min (Real.exp (-β * E u)) (Real.exp (-β * E v)) := by
    intro u v
    rw [accept, mul_min_of_nonneg _ _ (Real.exp_pos _).le, mul_one, ← Real.exp_add]
    congr 2
    ring
  simp only [metropolis, if_neg h, if_neg (Ne.symm h), add_zero]
  rw [hq x' x]
  linear_combination q x x' * key x x' - q x x' * key x' x +
    q x x' * min_comm (Real.exp (-β * E x)) (Real.exp (-β * E x'))

/-- With symmetric proposals in both coordinates, the Boltzmann distribution of any joint
energy is stationary. -/
theorem boltzmann_stationary (β p : ℝ) {qS : Matrix S S ℝ} {qY : Matrix Y Y ℝ}
    (hS : ∀ s s', qS s s' = qS s' s) (hY : ∀ y y', qY y y' = qY y' y) (U : S × Y → ℝ) :
    boltzmann β U ᵥ* step β p qS qY U = boltzmann β U := by
  -- detailed balance for the joint step
  have bal : ∀ x x' : S × Y, Real.exp (-β * U x) * step β p qS qY U x x' =
      Real.exp (-β * U x') * step β p qS qY U x' x := by
    rintro ⟨s, y⟩ ⟨s', y'⟩
    have h1 : Real.exp (-β * U (s, y)) *
        (if y = y' then metropolis β qS (fun t => U (t, y)) s s' else 0) =
        Real.exp (-β * U (s', y')) *
        (if y' = y then metropolis β qS (fun t => U (t, y')) s' s else 0) := by
      by_cases h : y = y'
      · subst h
        rw [if_pos rfl, if_pos rfl]
        exact metropolis_balance β hS (fun t => U (t, y)) s s'
      · rw [if_neg h, if_neg (Ne.symm h), mul_zero, mul_zero]
    have h2 : Real.exp (-β * U (s, y)) *
        (if s = s' then metropolis β qY (fun t => U (s, t)) y y' else 0) =
        Real.exp (-β * U (s', y')) *
        (if s' = s then metropolis β qY (fun t => U (s', t)) y' y else 0) := by
      by_cases h : s = s'
      · subst h
        rw [if_pos rfl, if_pos rfl]
        exact metropolis_balance β hY (fun t => U (s, t)) y y'
      · rw [if_neg h, if_neg (Ne.symm h), mul_zero, mul_zero]
    simp only [step]
    linear_combination p * h1 + (1 - p) * h2
  -- the joint transition probabilities sum to one
  have tot : ∀ x : S × Y, ∑ x', step β p qS qY U x x' = 1 := by
    intro x
    have h1 : ∑ x' : S × Y, (if x.2 = x'.2 then
        metropolis β qS (fun s => U (s, x.2)) x.1 x'.1 else 0) = 1 := by
      rw [Fintype.sum_prod_type]; simp [metropolis_sum]
    have h2 : ∑ x' : S × Y, (if x.1 = x'.1 then
        metropolis β qY (fun y => U (x.1, y)) x.2 x'.2 else 0) = 1 := by
      rw [Fintype.sum_prod_type_right]; simp [metropolis_sum]
    simp only [step]
    rw [Finset.sum_add_distrib, ← Finset.mul_sum, ← Finset.mul_sum, h1, h2]
    ring
  ext x'
  simp only [Matrix.vecMul, dotProduct]
  calc ∑ x, boltzmann β U x * step β p qS qY U x x'
      = ∑ x, boltzmann β U x' * step β p qS qY U x' x := by
        refine Finset.sum_congr rfl fun x _ => ?_
        simp only [boltzmann, div_mul_eq_mul_div]
        rw [bal x x']
    _ = boltzmann β U x' := by rw [← Finset.mul_sum, tot, mul_one]

/-- For the energy `a(s) + b(y) + V(s)`, one step summed over the final `s` moves `y` by a
transition matrix that contains neither `s` nor `V`. -/
theorem step_lumps (β p : ℝ) (qS : Matrix S S ℝ) (qY : Matrix Y Y ℝ) (a : S → ℝ)
    (b : Y → ℝ) (V : S → ℝ) (s : S) (y y' : Y) :
    ∑ s', step β p qS qY (biased a b V) (s, y) (s', y') = slowKernel β p qY b y y' := by
  -- the energy of `s` cancels from the acceptance of a `y`-move
  have hacc : ∀ u v : Y, accept β (fun t => biased a b V (s, t)) u v = accept β b u v := by
    intro u v
    have h : a s + b v + V s - (a s + b u + V s) = b v - b u := by ring
    simp only [accept, biased]
    rw [h]
  have hm : metropolis β qY (fun t => biased a b V (s, t)) = metropolis β qY b := by
    ext u v
    simp only [metropolis, hacc]
  simp only [step, hm]
  rw [Finset.sum_add_distrib, ← Finset.mul_sum, ← Finset.mul_sum]
  by_cases h : y = y'
  · subst h
    simp [slowKernel, metropolis_sum]
  · simp [slowKernel, h]

/-- For the energy `a(s) + b(y) + V(s)`, from any starting point and after any number of steps, the
law of `y` is that of the chain on `Y` alone, whatever the bias `V(s)`. -/
theorem slow_law (β p : ℝ) (qS : Matrix S S ℝ) (qY : Matrix Y Y ℝ) (a : S → ℝ)
    (b : Y → ℝ) (V : S → ℝ) (n : ℕ) (s : S) (y y' : Y) :
    ∑ s', (step β p qS qY (biased a b V) ^ n) (s, y) (s', y') =
      (slowKernel β p qY b ^ n) y y' := by
  induction n generalizing s y with
  | zero => by_cases h : y = y' <;> simp [Matrix.one_apply, h]
  | succ n ih =>
    rw [pow_succ', pow_succ']
    simp only [Matrix.mul_apply]
    rw [Finset.sum_comm]
    simp only [← Finset.mul_sum]
    rw [Fintype.sum_prod_type_right]
    simp only [ih, ← Finset.sum_mul, step_lumps]

omit [DecidableEq S] [DecidableEq Y] in
/-- For nonempty `S` and energy `a(s) + b(y) + V(s)`, the `y`-marginal of the Boltzmann distribution
is the Boltzmann distribution of `b`. -/
theorem boltzmann_marginal [Nonempty S] (β : ℝ) (a : S → ℝ) (b : Y → ℝ) (V : S → ℝ)
    (y : Y) : ∑ s, boltzmann β (biased a b V) (s, y) = boltzmann β b y := by
  have w : ∀ s y, Real.exp (-β * biased a b V (s, y)) =
      Real.exp (-β * (a s + V s)) * Real.exp (-β * b y) := by
    intro s y
    rw [← Real.exp_add]
    simp only [biased]
    congr 1
    ring
  have hZ : ∑ s, Real.exp (-β * (a s + V s)) ≠ 0 :=
    (Finset.sum_pos (fun s _ => Real.exp_pos _) Finset.univ_nonempty).ne'
  simp only [boltzmann, Fintype.sum_prod_type, w, ← Finset.sum_div, ← Finset.mul_sum,
    ← Finset.sum_mul]
  exact mul_div_mul_left _ _ hZ

/-- For nonempty `S` and energy `a(s) + b(y) + V(s)`, the flux out of `S × A` is `1 - p` times the
flux out of `A` of Metropolis moves in `b`. -/
theorem flux_formula [Nonempty S] (β p : ℝ) (qS : Matrix S S ℝ) (qY : Matrix Y Y ℝ)
    (a : S → ℝ) (b : Y → ℝ) (V : S → ℝ) (A : Finset Y) :
    flux β p qS qY (biased a b V) A =
      (1 - p) * ∑ y ∈ A, ∑ y' ∈ Aᶜ, boltzmann β b y * metropolis β qY b y y' := by
  simp only [flux, ← Finset.mul_sum, step_lumps, ← Finset.sum_mul, boltzmann_marginal]
  rw [Finset.mul_sum]
  refine Finset.sum_congr rfl fun y hy => ?_
  -- idling cannot leave `A`
  have hK : ∀ y' ∈ Aᶜ, slowKernel β p qY b y y' = (1 - p) * metropolis β qY b y y' := by
    intro y' hy'
    have hne : y ≠ y' := by
      rintro rfl
      exact (Finset.mem_compl.mp hy') hy
    simp [slowKernel, hne]
  rw [Finset.sum_congr rfl hK, ← Finset.mul_sum]
  ring

/-- For symmetric proposals and energy `a(s) + b(y) + V(s)`, the Boltzmann distribution is
stationary for every bias `V`, and its one-step flux out of `S × A` is the same for all `V`. -/
theorem bias_cannot_change_flux [Nonempty S] (β p : ℝ) {qS : Matrix S S ℝ}
    {qY : Matrix Y Y ℝ} (hS : ∀ s s', qS s s' = qS s' s) (hY : ∀ y y', qY y y' = qY y' y)
    (a : S → ℝ) (b : Y → ℝ) (A : Finset Y) :
    (∀ V : S → ℝ, boltzmann β (biased a b V) ᵥ* step β p qS qY (biased a b V) =
      boltzmann β (biased a b V)) ∧
    ∀ V W : S → ℝ, flux β p qS qY (biased a b V) A = flux β p qS qY (biased a b W) A :=
  ⟨fun V => boltzmann_stationary β p hS hY (biased a b V),
    fun V W => by rw [flux_formula, flux_formula]⟩

end

end HiddenSlowCoordinate
```

```lean
#print axioms HiddenSlowCoordinate.metropolis_nonneg
#print axioms HiddenSlowCoordinate.slow_law
#print axioms HiddenSlowCoordinate.bias_cannot_change_flux
```

```
'HiddenSlowCoordinate.metropolis_nonneg' depends on axioms: [propext, Classical.choice, Quot.sound]
'HiddenSlowCoordinate.slow_law' depends on axioms: [propext, Classical.choice, Quot.sound]
'HiddenSlowCoordinate.bias_cannot_change_flux' depends on axioms: [propext, Classical.choice, Quot.sound]
```

## From the lemmas to the theorem

`metropolis_sum` is the row sum of $M_E$. In `metropolis_balance`, the case $x=x'$ is closed first. The local statement `key` is the identity for weight times acceptance, and `linear_combination` joins its two instances through the symmetry of the minimum.

`boltzmann_stationary` holds for any joint energy `U`. Its part `bal` treats the $s$-term and the $y$-term of the step separately, each by cases on whether the resting coordinate agrees. Its part `tot` is the joint row sum, and the final `calc` is the two-step computation of stationarity above.

In `step_lumps`, `hacc` performs the cancellation of $a(s)+V(s)$, and `hm` lifts it from the acceptance to the whole transition matrix. `slow_law` is the induction on `n`. It is run with `generalizing s y`, because the induction hypothesis is applied at the intermediate state and not at the starting one.

`boltzmann_marginal` splits the exponential and cancels $Z_S$, with `hZ` supplying that it is nonzero. `flux_formula` combines this with `step_lumps`, and `hK` removes the idle term between different values of $y$. The main theorem pairs `boltzmann_stationary` with two uses of `flux_formula`, one for each bias.

## Factoring a sum as a test of independence

The central line of `flux_formula` is a single `simp only` call containing `← Finset.mul_sum` and `← Finset.sum_mul`. Read from right to left, these lemmas pull a common factor out of a sum, on the left or on the right. Lean can do this only if the factor does not contain the summation variable.

The call first meets the sum over `s'`. The Boltzmann weight does not involve `s'`, so it comes out, and what remains is exactly the left side of `step_lumps`. After that rewrite the transition factor is `slowKernel β p qY b y y'`, in which `s` does not occur. The weight also comes out of the sum over `y'`, and the remaining sum of `slowKernel` over `y'` can then be pulled out of the sum over `s`, leaving the sum that `boltzmann_marginal` evaluates.

Before `step_lumps` is applied, the transition factor still mentions `s`, and this second factoring would not match. The physical statement that $y$ moves without regard to $s$ thus appears as a syntactic condition on a rewrite. The induction step of `slow_law` uses the same mechanism, with `ih` removing the intermediate $s$ from the later steps before `step_lumps` handles the first.
